# A product of s-type Gaussians with positive exponents is a constant times one Gaussian

To merge a product of s-type Gaussians on several atoms into one Gaussian, we model each function as a bare exponential $\exp(-a_i\|x-A_i\|^2)$ with a real exponent $a_i$ and a centre $A_i$, and require only that the exponents have nonzero sum. A nonempty family whose exponents are all positive, the case met in a basis set, satisfies this condition. The point $x$ and the centres lie in a real inner-product space, which for electrons is three-dimensional Euclidean space.

## One square about the weighted centre

Let $i$ and $j$ run over a finite family, and write

$$p=\sum_i a_i\neq 0,\qquad P=\frac1p\sum_i a_iA_i .$$

For every $x$,

$$\sum_i a_i\|x-A_i\|^2=p\|x-P\|^2+\frac1{2p}\sum_i\sum_j a_ia_j\|A_i-A_j\|^2 .$$

The last term does not depend on $x$. The double sum runs over ordered pairs, so each pair of distinct indices is counted twice; the factor $1/2$ compensates for this.

## Shell pairs, overlaps and screening

Taking the exponential of minus both sides turns the product of two s-type primitives into a constant times one Gaussian, which integral codes use in overlap, nuclear-attraction and electron-repulsion integrals. The version proved here covers any finite number of s-type factors whose real exponents have nonzero sum. Three-centre overlaps use it with three factors.

The constant in front of the merged Gaussian also serves in screening. For two primitives with positive exponents $\alpha,\beta$ at distance $R$, it is $\exp(-\alpha\beta R^2/(\alpha+\beta))$, which decays rapidly as the centres move apart.

## Cancelling the cross term, then averaging over the centres

The weighted displacements from $P$ cancel:

$$\sum_i a_i(A_i-P)=\sum_i a_iA_i-pP=0 .$$

Write $x-A_i=(x-P)-(A_i-P)$ and expand the square:

$$\|x-A_i\|^2=\|x-P\|^2-2\langle x-P,A_i-P\rangle+\|A_i-P\|^2 .$$

Multiply by $a_i$ and sum. The cross term is $-2\langle x-P,\sum_i a_i(A_i-P)\rangle=0$, so

$$\sum_i a_i\|x-A_i\|^2=p\|x-P\|^2+S,\qquad S=\sum_i a_i\|A_i-P\|^2 .$$

To express the spread $S$ through distances between centres, set $x=A_i$ and call the summation index $j$:

$$\sum_j a_j\|A_i-A_j\|^2=p\|A_i-P\|^2+S .$$

Multiplying by $a_i$ and summing over $i$ gives

$$\sum_i\sum_j a_ia_j\|A_i-A_j\|^2=pS+pS=2pS .$$

Division by $2p$ yields $S$ as the pair sum, and hence the identity.

Taking the exponential of minus both sides gives the product theorem,

$$\prod_i e^{-a_i\|x-A_i\|^2}=K\,e^{-p\|x-P\|^2},\qquad K=e^{-S}.$$

For two centres $A,B$ with exponents $\alpha,\beta$, the diagonal terms of the pair sum vanish and the other two are equal, so

$$S=\frac{2\alpha\beta\|A-B\|^2}{2(\alpha+\beta)}=\frac{\alpha\beta}{\alpha+\beta}\|A-B\|^2 .$$

If every $a_i$ is positive, all terms of the pair sum are nonnegative. Then $K=1$ forces each term to vanish, and since $a_ia_j>0$ this means $A_i=A_j$ for all $i,j$. Conversely, coincident centres make every term zero and give $K=1$.

For the overlap integral, let the space have finite dimension $d$ and let $p>0$. The shift $y=x-P$ and separation into Cartesian coordinates give

$$\int\prod_i e^{-a_i\|x-A_i\|^2}\,dx
=K\int e^{-p\|y\|^2}\,dy
=K\left(\int_{-\infty}^{\infty}e^{-pt^2}\,dt\right)^d
=K\left(\frac{\pi}{p}\right)^{d/2}.$$

These functions are unnormalised. For positive exponents, normalising each one in $L^2$ multiplies the integral by $\prod_i(2a_i/\pi)^{d/4}$. Two normalised s functions in three dimensions therefore have overlap

$$\left(\frac{2\sqrt{\alpha\beta}}{\alpha+\beta}\right)^{3/2}\exp\!\left(-\frac{\alpha\beta}{\alpha+\beta}\|A-B\|^2\right).$$

## The identity, the product theorem and the overlap in Lean

```lean
import Mathlib

open MeasureTheory

namespace GaussianProductTheorem

noncomputable section

variable {ι : Type*} [Fintype ι] {E : Type*} [NormedAddCommGroup E] [InnerProductSpace ℝ E]

/-- The unnormalised s-type Gaussian with exponent `α` and centre `A`, evaluated at `x`. -/
def gaussian (α : ℝ) (A x : E) : ℝ := Real.exp (-α * ‖x - A‖ ^ 2)

/-- The exponent-weighted mean of the centres, for exponents whose sum is nonzero. -/
def center (a : ι → ℝ) (A : ι → E) : E := (∑ i, a i)⁻¹ • ∑ i, a i • A i

/-- The constant factor of a product of Gaussians, built from the distances between their
centres, for exponents whose sum is nonzero. -/
def prefactor (a : ι → ℝ) (A : ι → E) : ℝ :=
  Real.exp (-(1 / (2 * ∑ i, a i) * ∑ i, ∑ j, a i * a j * ‖A i - A j‖ ^ 2))

/-- If the exponents have nonzero sum, the weighted displacements of the centres from their
weighted mean add up to zero. -/
theorem sum_smul_sub_center (a : ι → ℝ) (A : ι → E) (hp : ∑ i, a i ≠ 0) :
    ∑ i, a i • (A i - center a A) = 0 := by
  simp only [smul_sub, Finset.sum_sub_distrib, ← Finset.sum_smul]
  rw [center, smul_smul, mul_inv_cancel₀ hp, one_smul, sub_self]

/-- If the exponents have nonzero sum, the weighted sum of squared distances from `x` to the
centres is that from `x` to the weighted mean plus the spread of the centres about the mean. -/
theorem sum_sq_dist_eq_add_spread (a : ι → ℝ) (A : ι → E) (hp : ∑ i, a i ≠ 0) (x : E) :
    ∑ i, a i * ‖x - A i‖ ^ 2 =
      (∑ i, a i) * ‖x - center a A‖ ^ 2 + ∑ i, a i * ‖A i - center a A‖ ^ 2 := by
  -- the cross term vanishes because the weighted displacements cancel
  have hcross : ∑ i, a i * inner ℝ (x - center a A) (A i - center a A) = 0 := by
    have h := congrArg (fun v => inner ℝ (x - center a A) v) (sum_smul_sub_center a A hp)
    simpa only [inner_sum, real_inner_smul_right, inner_zero_right] using h
  have hterm : ∀ i, a i * ‖x - A i‖ ^ 2 = a i * ‖x - center a A‖ ^ 2
      - 2 * (a i * inner ℝ (x - center a A) (A i - center a A))
      + a i * ‖A i - center a A‖ ^ 2 := by
    intro i
    have h := norm_sub_sq_real (x - center a A) (A i - center a A)
    rw [sub_sub_sub_cancel_right] at h
    rw [h]
    ring
  rw [Finset.sum_congr rfl fun i _ => hterm i, Finset.sum_add_distrib,
    Finset.sum_sub_distrib, ← Finset.mul_sum, hcross, ← Finset.sum_mul]
  ring

/-- If the exponents have nonzero sum, the spread of the centres about their weighted mean is the
sum over ordered pairs of squared distances between centres, weighted by the products of their
exponents, divided by twice the total exponent. -/
theorem spread_eq_pair_sum (a : ι → ℝ) (A : ι → E) (hp : ∑ i, a i ≠ 0) :
    ∑ i, a i * ‖A i - center a A‖ ^ 2 =
      1 / (2 * ∑ i, a i) * ∑ i, ∑ j, a i * a j * ‖A i - A j‖ ^ 2 := by
  have haux : ∀ p S : ℝ, ∑ i, a i * (p * ‖A i - center a A‖ ^ 2 + S) =
      p * ∑ i, a i * ‖A i - center a A‖ ^ 2 + (∑ i, a i) * S := by
    intro p S
    rw [Finset.mul_sum, Finset.sum_mul, ← Finset.sum_add_distrib]
    exact Finset.sum_congr rfl fun i _ => by ring
  -- use the previous identity at each centre `A i` and average over `i`
  have h : ∑ i, ∑ j, a i * a j * ‖A i - A j‖ ^ 2 =
      2 * (∑ i, a i) * ∑ i, a i * ‖A i - center a A‖ ^ 2 := by
    calc ∑ i, ∑ j, a i * a j * ‖A i - A j‖ ^ 2
        = ∑ i, a i * ((∑ k, a k) * ‖A i - center a A‖ ^ 2
            + ∑ k, a k * ‖A k - center a A‖ ^ 2) := by
          refine Finset.sum_congr rfl fun i _ => ?_
          rw [← sum_sq_dist_eq_add_spread a A hp (A i), Finset.mul_sum]
          exact Finset.sum_congr rfl fun j _ => by ring
      _ = 2 * (∑ i, a i) * ∑ i, a i * ‖A i - center a A‖ ^ 2 := by
          rw [haux]
          ring
  rw [h, ← mul_assoc, one_div, inv_mul_cancel₀ (mul_ne_zero two_ne_zero hp), one_mul]

/-- For exponents with nonzero sum, the weighted sum of squared distances to the centres is a
single square about the weighted mean plus a constant given by the distances between centres. -/
theorem sum_sq_dist_eq (a : ι → ℝ) (A : ι → E) (hp : ∑ i, a i ≠ 0) (x : E) :
    ∑ i, a i * ‖x - A i‖ ^ 2 = (∑ i, a i) * ‖x - center a A‖ ^ 2 +
      1 / (2 * ∑ i, a i) * ∑ i, ∑ j, a i * a j * ‖A i - A j‖ ^ 2 := by
  rw [sum_sq_dist_eq_add_spread a A hp x, spread_eq_pair_sum a A hp]

/-- Gaussian product theorem: a finite product of s-type Gaussians whose exponents have nonzero
sum is a constant times one Gaussian, with the summed exponent and the weighted mean centre. -/
theorem gaussian_product (a : ι → ℝ) (A : ι → E) (hp : ∑ i, a i ≠ 0) (x : E) :
    ∏ i, gaussian (a i) (A i) x =
      prefactor a A * gaussian (∑ i, a i) (center a A) x := by
  have h := sum_sq_dist_eq a A hp x
  simp only [gaussian, prefactor]
  rw [← Real.exp_sum, ← Real.exp_add]
  congr 1
  simp only [neg_mul, Finset.sum_neg_distrib]
  linarith

/-- The product of two s-type Gaussians with `α + β ≠ 0` is one Gaussian of exponent `α + β`,
scaled by a factor with exponent `αβ/(α + β)` in the distance between the centres. -/
theorem gaussian_mul_gaussian (α β : ℝ) (A B : E) (hp : α + β ≠ 0) (x : E) :
    gaussian α A x * gaussian β B x =
      Real.exp (-(α * β / (α + β)) * ‖A - B‖ ^ 2) *
        gaussian (α + β) ((α + β)⁻¹ • (α • A + β • B)) x := by
  have h := gaussian_product ![α, β] ![A, B] (by simpa [Fin.sum_univ_two] using hp) x
  simp only [center, prefactor, Fin.sum_univ_two, Fin.prod_univ_two, Matrix.cons_val_zero,
    Matrix.cons_val_one, sub_self, norm_zero, norm_sub_rev B A] at h
  rw [h]
  congr 2
  field_simp
  ring

omit [InnerProductSpace ℝ E] in
/-- For positive exponents, the constant factor of the product equals one exactly when all the
centres coincide. -/
theorem prefactor_eq_one_iff (a : ι → ℝ) (A : ι → E) (ha : ∀ i, 0 < a i) :
    prefactor a A = 1 ↔ ∀ i j, A i = A j := by
  rw [prefactor, Real.exp_eq_one_iff, neg_eq_zero]
  constructor
  · intro h i j
    have hp : 0 < ∑ k, a k := Finset.sum_pos (fun k _ => ha k) ⟨i, Finset.mem_univ i⟩
    have hn : ∀ k l, 0 ≤ a k * a l * ‖A k - A l‖ ^ 2 := fun k l =>
      mul_nonneg (mul_pos (ha k) (ha l)).le (sq_nonneg _)
    -- a vanishing sum of nonnegative pair terms vanishes term by term
    have h0 := (mul_eq_zero.1 h).resolve_left
      (one_div_ne_zero (mul_ne_zero two_ne_zero hp.ne'))
    have h1 := (Finset.sum_eq_zero_iff_of_nonneg
      (fun k _ => Finset.sum_nonneg fun l _ => hn k l)).1 h0 i (Finset.mem_univ i)
    have h2 := (Finset.sum_eq_zero_iff_of_nonneg
      (fun l _ => hn i l)).1 h1 j (Finset.mem_univ j)
    have h3 := (mul_eq_zero.1 h2).resolve_left (mul_pos (ha i) (ha j)).ne'
    exact sub_eq_zero.1 (norm_eq_zero.1 ((pow_eq_zero_iff two_ne_zero).1 h3))
  · intro h
    have h0 : ∀ i j, a i * a j * ‖A i - A j‖ ^ 2 = 0 := by
      intro i j
      rw [h i j]
      simp
    simp only [h0, Finset.sum_const_zero, mul_zero]

/-- In a finite-dimensional space, the overlap integral of finitely many s-type Gaussians with
positive total exponent `p` is the constant factor times `π / p` to half the dimension. -/
theorem integral_prod_gaussian [FiniteDimensional ℝ E] [MeasurableSpace E] [BorelSpace E]
    (a : ι → ℝ) (A : ι → E) (hp : 0 < ∑ i, a i) :
    ∫ x : E, ∏ i, gaussian (a i) (A i) x =
      prefactor a A * (Real.pi / ∑ i, a i) ^ (Module.finrank ℝ E / 2 : ℝ) := by
  simp_rw [gaussian_product a A hp.ne']
  rw [integral_const_mul]
  congr 1
  -- move the centre to the origin, then use the standard Gaussian integral
  have h := integral_sub_right_eq_self (μ := (volume : Measure E))
    (fun y : E => Real.exp (-(∑ i, a i) * ‖y‖ ^ 2)) (center a A)
  exact h.trans (GaussianFourier.integral_rexp_neg_mul_sq_norm hp)

end

end GaussianProductTheorem
```

```lean
#print axioms GaussianProductTheorem.gaussian_product
-- 'GaussianProductTheorem.gaussian_product' depends on axioms: [propext, Classical.choice, Quot.sound]
#print axioms GaussianProductTheorem.gaussian_mul_gaussian
-- 'GaussianProductTheorem.gaussian_mul_gaussian' depends on axioms: [propext, Classical.choice, Quot.sound]
#print axioms GaussianProductTheorem.prefactor_eq_one_iff
-- 'GaussianProductTheorem.prefactor_eq_one_iff' depends on axioms: [propext, Classical.choice, Quot.sound]
#print axioms GaussianProductTheorem.integral_prod_gaussian
-- 'GaussianProductTheorem.integral_prod_gaussian' depends on axioms: [propext, Classical.choice, Quot.sound]
```

## Reading the statements and their proofs

The finite type `ι` labels the primitives, `a` gives their exponents and `A` their centres, and `E` is the space in which they sit. The definition `gaussian` is the unnormalised s-type function, `center` is $P$, and `prefactor` is $K$.

The identity is `sum_sq_dist_eq`. It says that, for any real exponents with nonzero sum and any point `x`, the weighted squared distances to the centres equal one weighted square about `center a A` plus the pair sum. The hypothesis `hp` expresses $p\neq0$. No finite dimension is needed for this statement or for `gaussian_product`, which states the factorisation pointwise.

Its proof has three parts:

- `sum_smul_sub_center` proves that the weighted displacements cancel.
- `sum_sq_dist_eq_add_spread` expands about $P$. Its step `hcross` takes the inner product of the cancelled sum with $x-P$, and `hterm` expands each square by `norm_sub_sq_real`. Summing then leaves the single square and $S$.
- `spread_eq_pair_sum` applies that expansion at each centre `A i`. The auxiliary equation `haux` carries out the weighted average, which produces the two equal contributions $pS$.

In `gaussian_product`, `Real.exp_sum` and `Real.exp_add` collect the exponentials on the two sides, and `linarith` matches their exponents using the identity. The two-centre theorem `gaussian_mul_gaussian` puts two-entry lists into this result; `field_simp` and `ring` then simplify the pair sum to the reduced exponent $\alpha\beta/(\alpha+\beta)$.

The theorem `prefactor_eq_one_iff` assumes that every exponent is positive. It first turns $K=1$ into a vanishing exponent, then uses nonnegativity twice, once for the outer sum and once for the inner one, to isolate a single pair.

The theorem `integral_prod_gaussian` assumes finite dimension and positive total exponent, and integrates over the standard volume. It takes $K$ outside the integral, moves the centre to the origin by `integral_sub_right_eq_self`, and uses Mathlib's Gaussian integral. Individual exponents may be negative here, provided their sum is positive.

## From bare primitives to the shells of a code

The guarantee concerns real numbers and bare s-type exponentials. The step left to an integral code is the passage to its actual shells, with contraction coefficients, normalisation constants and, for p functions and higher, polynomial factors, which can be re-expanded about $P$ or treated by recurrence relations. Rounding in the evaluation of $P$ and $K$ needs a separate analysis.

The condition $p\neq0$ has content. On the real line, take exponents $1$ and $-1$ with centres $0$ and $1$; this is a mathematical example, since the second function grows without bound and is not an admissible basis function. Then $p=0$ and

$$x^2-(x-1)^2=2x-1,$$

which varies with $x$. A square with coefficient $p=0$ plus a constant cannot vary, whatever point is chosen as its centre. The corresponding product is $e^{1-2x}$, an exponential with a linear argument and not a constant times a Gaussian of exponent zero.
